# Second-order differencing with a finite Hermitian matrix is bounded exactly when $s|E|<1$ for every eigenvalue $E$

Before a wavepacket is propagated by second-order differencing, a time step must be chosen, and the eigenvalue of largest modulus of the Hamiltonian matrix limits it. Replacing the time derivative in $i\hbar\,\dot\psi=H\psi$ by a central difference gives

$$\psi_{n+2}=\psi_n-2is\,H\psi_{n+1},\qquad s=\Delta t/\hbar>0 .$$

For a fixed Hermitian $H$ on a finite-dimensional space, every solution stays bounded exactly when $s|E|<1$ for each eigenvalue $E$. Both starting vectors $\psi_0,\psi_1$ are free.

## One energy level

For a single level put $a=sE$, so that $\psi_{n+2}=\psi_n-2ia\,\psi_{n+1}$. Let $z=\psi_n^*\psi_{n+1}$ and

$$Q_n=|\psi_n|^2+|\psi_{n+1}|^2+2a\,\mathrm{Im}\,z .$$

The update rule gives

$$|\psi_{n+2}|^2=|\psi_n|^2+4a^2|\psi_{n+1}|^2+4a\,\mathrm{Im}\,z,$$
$$\mathrm{Im}(\psi_{n+1}^*\psi_{n+2})=-\mathrm{Im}\,z-2a|\psi_{n+1}|^2 .$$

In $Q_{n+1}$ the terms in $a^2$ cancel and $2a\,\mathrm{Im}\,z$ remains, so $Q_{n+1}=Q_n$. Completing the square,

$$Q_n=(1-a^2)|\psi_n|^2+|\psi_{n+1}+ia\psi_n|^2 ,$$

hence $(1-a^2)|\psi_n|^2\le Q_0$. If $|a|<1$, this bounds $|\psi_n|$ for all $n$.

For the other cases try $\psi_n=\lambda^n$, which requires $\lambda^2+2ia\lambda-1=0$. With $\lambda=-i\mu$ this becomes $\mu^2-2a\mu+1=0$, so $\mu=a\pm\sqrt{a^2-1}$.

- If $|a|=1$, the root $\lambda=-ia$ is double. Then $n\lambda^n$ is also a solution, because
$$(n+2)\lambda^2+2ia(n+1)\lambda-n=n(\lambda^2+2ia\lambda-1)+2\lambda(\lambda+ia)=0 .$$
Its modulus is $n$.
- If $|a|>1$, the root whose square root carries the sign of $a$ has modulus $|a|+\sqrt{a^2-1}>1$, and its powers grow geometrically.

## From levels to a Hamiltonian matrix

Let $b_j$ be an orthonormal eigenbasis, $Hb_j=E_jb_j$, and $c_{j,n}=\langle b_j,\psi_n\rangle$. Hermiticity gives $\langle b_j,H\psi_{n+1}\rangle=E_jc_{j,n+1}$, so each component obeys the one-level rule with energy $E_j$. If all $s|E_j|<1$, the components are bounded, and so is $\|\psi_n\|\le\sum_j|c_{j,n}|$.

Conversely, suppose every solution is bounded and $Hv=Ev$ with $v\ne0$. For any one-level solution $\chi_n$, the sequence $\chi_nv$ solves the full scheme, so $|\chi_n|=\|\chi_nv\|/\|v\|$ is bounded. The one-level result then gives $s|E|<1$.

## The scheme and its quadratic form in Lean

```lean
import Mathlib

open Complex ComplexConjugate

namespace LeapfrogStability

noncomputable section
```

`IsMode s E ψ` says that the complex sequence `ψ` obeys the one-level rule at every natural `n`. The parameter `s` is $\Delta t/\hbar$.

```lean
/-- Second-order differencing with `s = Δt/ħ` for the amplitude of a single level of energy `E`. -/
def IsMode (s E : ℝ) (ψ : ℕ → ℂ) : Prop :=
  ∀ n, ψ (n + 2) = ψ n - 2 * I * s * E * ψ (n + 1)
```

The next two definitions are $Q_n$ and the linearly growing sequence.

```lean
/-- A quadratic form in two successive terms of a sequence `ψ`, with parameters `s` and `E`. -/
def stepInvariant (s E : ℝ) (ψ : ℕ → ℂ) (n : ℕ) : ℝ :=
  ‖ψ n‖ ^ 2 + ‖ψ (n + 1)‖ ^ 2 + 2 * (s * E) * (conj (ψ n) * ψ (n + 1)).im

/-- The sequence `n (-i s E)^n`. -/
def marginalMode (s E : ℝ) (n : ℕ) : ℂ := (n : ℂ) * (-I * s * E) ^ n
```

For state vectors, `V` is a complex inner product space and `H` a linear map on it, the same at every step.

```lean
/-- Second-order differencing with `s = Δt/ħ` for a state vector evolving under the operator `H`. -/
def IsLeapfrog {V : Type*} [NormedAddCommGroup V] [InnerProductSpace ℂ V]
    (s : ℝ) (H : V →ₗ[ℂ] V) (ψ : ℕ → V) : Prop :=
  ∀ n, ψ (n + 2) = ψ n - (2 * I * s) • H (ψ (n + 1))
```

## Boundedness below the threshold

Conservation of $Q_n$ is proved by induction. The update rule is inserted, everything is expanded into real and imaginary parts, and `ring` confirms the cancellation.

```lean
/-- Along every solution for a single level, the quadratic form keeps its initial value. -/
theorem stepInvariant_const {s E : ℝ} {ψ : ℕ → ℂ} (h : IsMode s E ψ) (n : ℕ) :
    stepInvariant s E ψ n = stepInvariant s E ψ 0 := by
  induction n with
  | zero => rfl
  | succ n ih =>
    rw [← ih]
    have h2 : ψ (n + 1 + 1) = ψ n - 2 * I * s * E * ψ (n + 1) := h n
    simp only [stepInvariant, h2, Complex.sq_norm, Complex.normSq_apply, Complex.sub_re,
      Complex.sub_im, Complex.mul_re, Complex.mul_im, Complex.I_re, Complex.I_im,
      Complex.ofReal_re, Complex.ofReal_im, Complex.re_ofNat, Complex.im_ofNat,
      Complex.conj_re, Complex.conj_im]
    ring
```

For the bound, `nlinarith` receives the squares of the real and imaginary parts of $\psi_{n+1}+ia\psi_n$.

```lean
/-- Along every solution for a single level, `(1 - (s E)^2) |ψ n|^2` is at most the initial value of
the quadratic form. -/
theorem mode_bound {s E : ℝ} {ψ : ℕ → ℂ} (h : IsMode s E ψ) (n : ℕ) :
    (1 - (s * E) ^ 2) * ‖ψ n‖ ^ 2 ≤ stepInvariant s E ψ 0 := by
  rw [← stepInvariant_const h n]
  simp only [stepInvariant, Complex.sq_norm, Complex.normSq_apply, Complex.mul_im,
    Complex.conj_re, Complex.conj_im]
  -- the difference of the two sides is `|ψ (n+1) + i s E ψ n|^2`
  nlinarith [sq_nonneg ((ψ (n + 1)).re - s * E * (ψ n).im),
    sq_nonneg ((ψ (n + 1)).im + s * E * (ψ n).re)]
```

## Growth at and above the threshold

At $|sE|=1$ the first part verifies the recurrence and the second computes the modulus.

```lean
/-- If `|s E| = 1`, the sequence `n (-i s E)^n` solves the scheme and its modulus at
step `n` is `n`. -/
theorem marginal_linear_growth {s E : ℝ} (h : |s * E| = 1) :
    IsMode s E (marginalMode s E) ∧ ∀ n, ‖marginalMode s E n‖ = n := by
  constructor
  · have h2 : (s * E) ^ 2 = 1 := by rw [← sq_abs, h, one_pow]
    have hc : ((s : ℂ) * E) ^ 2 = 1 := by exact_mod_cast h2
    intro n
    simp only [marginalMode, pow_add]
    generalize (-I * (s : ℂ) * E) ^ n = L
    push_cast
    -- the characteristic root is double
    linear_combination (-(n : ℂ) * L) * (((s : ℂ) * E) ^ 2 * Complex.I_sq - hc)
  · intro n
    have h1 : ‖-I * (s : ℂ) * E‖ = 1 := by
      rw [norm_mul, norm_mul, norm_neg, Complex.norm_I, one_mul, Complex.norm_real,
        Complex.norm_real, ← norm_mul, Real.norm_eq_abs, h]
    rw [marginalMode, norm_mul, norm_pow, h1, one_pow, mul_one, Complex.norm_natCast]
```

Above the threshold, the proof selects the real root $\mu$ of larger modulus according to the sign of $sE$, then checks that $(-i\mu)^n$ is a solution.

```lean
/-- If `|s E| > 1`, some solution grows geometrically, by the factor
`|s E| + √((s E)^2 - 1)` per step. -/
theorem exponential_growth {s E : ℝ} (h : 1 < |s * E|) :
    ∃ ψ, IsMode s E ψ ∧ ∀ n, ‖ψ n‖ = (|s * E| + √((s * E) ^ 2 - 1)) ^ n := by
  have hq : √((s * E) ^ 2 - 1) ^ 2 = (s * E) ^ 2 - 1 :=
    Real.sq_sqrt (by nlinarith [sq_abs (s * E)])
  have hq0 := Real.sqrt_nonneg ((s * E) ^ 2 - 1)
  -- the real root of larger modulus, after the phase `-i` is split off
  obtain ⟨μ, hμ, hn⟩ : ∃ μ : ℝ, μ ^ 2 - 2 * (s * E) * μ + 1 = 0 ∧
      |μ| = |s * E| + √((s * E) ^ 2 - 1) := by
    rcases le_total 0 (s * E) with ha | ha
    · refine ⟨s * E + √((s * E) ^ 2 - 1), by linear_combination hq, ?_⟩
      rw [abs_of_nonneg ha, abs_of_nonneg (add_nonneg ha hq0)]
    · refine ⟨s * E - √((s * E) ^ 2 - 1), by linear_combination hq, ?_⟩
      rw [abs_of_nonpos ha, abs_of_nonpos (by linarith)]
      ring
  have hc : (μ : ℂ) ^ 2 - 2 * (s * E) * μ + 1 = 0 := by exact_mod_cast hμ
  refine ⟨fun n => (-I * μ) ^ n, ?_, ?_⟩
  · intro n
    simp only [pow_add]
    generalize (-I * (μ : ℂ)) ^ n = L
    linear_combination L * (((μ : ℂ) ^ 2 - 2 * (s * E) * μ) * Complex.I_sq - hc)
  · intro n
    simp only [norm_pow, norm_mul, norm_neg, Complex.norm_I, one_mul, Complex.norm_real,
      Real.norm_eq_abs, hn]
```

## The criterion for one level and for a matrix

Bounded means that some real `C` satisfies `‖ψ n‖ ≤ C` for all `n`; `C` may depend on the solution. The forward direction contradicts boundedness with one of the two growing solutions. The reverse direction divides by $1-(sE)^2$ and uses $x\le x^2+1$ to pass from $|\psi_n|^2$ to $|\psi_n|$.

```lean
/-- For positive `s = Δt/ħ` and a level of real energy `E`, every solution of the scheme is bounded
exactly when `s |E| < 1`. -/
theorem mode_stable_iff {s : ℝ} (hs : 0 < s) (E : ℝ) :
    (∀ ψ, IsMode s E ψ → ∃ C : ℝ, ∀ n, ‖ψ n‖ ≤ C) ↔ s * |E| < 1 := by
  have habs : |s * E| = s * |E| := by rw [abs_mul, abs_of_pos hs]
  rw [← habs]
  constructor
  · intro hb
    by_contra hlt
    rcases (not_lt.mp hlt).eq_or_lt with h | h
    · obtain ⟨hsol, hnorm⟩ := marginal_linear_growth h.symm
      obtain ⟨C, hC⟩ := hb _ hsol
      obtain ⟨n, hn⟩ := exists_nat_gt C
      linarith [hC n, hnorm n]
    · obtain ⟨ψ, hsol, hnorm⟩ := exponential_growth h
      obtain ⟨C, hC⟩ := hb ψ hsol
      have hr : 1 < |s * E| + √((s * E) ^ 2 - 1) := by
        linarith [Real.sqrt_nonneg ((s * E) ^ 2 - 1)]
      obtain ⟨n, hn⟩ := pow_unbounded_of_one_lt C hr
      linarith [hC n, hnorm n]
  · intro h ψ hψ
    have hpos : 0 < 1 - (s * E) ^ 2 := by
      nlinarith [sq_abs (s * E), abs_nonneg (s * E)]
    refine ⟨stepInvariant s E ψ 0 / (1 - (s * E) ^ 2) + 1, fun n => ?_⟩
    have h1 : ‖ψ n‖ ^ 2 ≤ stepInvariant s E ψ 0 / (1 - (s * E) ^ 2) :=
      (le_div_iff₀ hpos).2 (by linarith [mode_bound hψ n])
    nlinarith [sq_nonneg (‖ψ n‖ - 1), sq_nonneg ‖ψ n‖]
```

In the matrix theorem, `H.IsSymmetric` is Hermiticity. Letting `E` range over the reals loses nothing, since a Hermitian operator has only real eigenvalues. The first half of the proof uses $\chi_nv$, the second the eigenbasis components and the triangle inequality.

```lean
/-- For positive `s = Δt/ħ` and a Hermitian `H` on a finite-dimensional state space, every solution
of the scheme is bounded exactly when `s |E| < 1` for each eigenvalue `E` of `H`. -/
theorem leapfrog_stable_iff {V : Type*} [NormedAddCommGroup V] [InnerProductSpace ℂ V]
    [FiniteDimensional ℂ V] {s : ℝ} (hs : 0 < s) {H : V →ₗ[ℂ] V} (hH : H.IsSymmetric) :
    (∀ ψ, IsLeapfrog s H ψ → ∃ C : ℝ, ∀ n, ‖ψ n‖ ≤ C) ↔
      ∀ E : ℝ, Module.End.HasEigenvalue H (E : ℂ) → s * |E| < 1 := by
  constructor
  · intro hb E hE
    obtain ⟨v, hv⟩ := hE.exists_hasEigenvector
    refine (mode_stable_iff hs E).1 fun χ hχ => ?_
    -- a scalar solution times an eigenvector solves the full scheme
    have hsol : IsLeapfrog s H (fun n => χ n • v) := by
      intro n
      simp only [map_smul, hv.apply_eq_smul]
      rw [hχ n]
      module
    obtain ⟨C, hC⟩ := hb _ hsol
    refine ⟨C / ‖v‖, fun n => (le_div_iff₀ (norm_pos_iff.2 hv.2)).2 ?_⟩
    have h1 := hC n
    simp only [norm_smul] at h1
    exact h1
  · intro hE ψ hψ
    obtain ⟨b, hb⟩ : ∃ b : OrthonormalBasis (Fin (Module.finrank ℂ V)) ℂ V,
        ∀ i, ∃ E : ℝ, Module.End.HasEigenvalue H (E : ℂ) ∧ H (b i) = (E : ℂ) • b i :=
      ⟨hH.eigenvectorBasis rfl, fun i => ⟨hH.eigenvalues rfl i,
        hH.hasEigenvalue_eigenvalues rfl i, hH.apply_eigenvectorBasis rfl i⟩⟩
    -- each component along the eigenbasis obeys the scheme for a single level
    have hc : ∀ i, ∃ C : ℝ, ∀ n, ‖inner ℂ (b i) (ψ n)‖ ≤ C := by
      intro i
      obtain ⟨E, hEi, hbi⟩ := hb i
      refine (mode_stable_iff hs E).2 (hE E hEi) (fun n => inner ℂ (b i) (ψ n)) ?_
      intro n
      have hsym : inner ℂ (H (b i)) (ψ (n + 1)) = inner ℂ (b i) (H (ψ (n + 1))) := hH _ _
      simp only [hψ n, inner_sub_right, inner_smul_right]
      rw [← hsym, hbi, inner_smul_left, Complex.conj_ofReal]
      ring
    choose C hC using hc
    refine ⟨∑ i, C i, fun n => ?_⟩
    calc ‖ψ n‖ = ‖∑ i, inner ℂ (b i) (ψ n) • b i‖ := by rw [b.sum_repr']
      _ ≤ ∑ i, ‖inner ℂ (b i) (ψ n) • b i‖ := norm_sum_le _ _
      _ ≤ ∑ i, C i := Finset.sum_le_sum fun i _ => by
          rw [norm_smul, b.orthonormal.1 i, mul_one]
          exact hC i n

end

end LeapfrogStability
```

```lean
#print axioms LeapfrogStability.leapfrog_stable_iff
```

```
'LeapfrogStability.leapfrog_stable_iff' depends on axioms: [propext, Classical.choice, Quot.sound]
```

In wavepacket simulation the criterion applies to the matrix actually propagated, provided that it is Hermitian and constant in time. The step from the continuum Hamiltonian to that matrix lies outside the hypotheses. Boundedness also says nothing about accuracy: a stable run can still accumulate a large phase error.
